# The overlap of two spherical Bessel waves in a sphere, from their values and slopes at its surface

A nonlocal square well is here a well of constant depth inside radius $R$ that acts only on angular momentum $l$. To find how it couples two free waves of that $l$, one can integrate $r^2$ times a product of spherical Bessel functions $j_l$ over $0<r<R$. The formal statement needs a definition of $j_l$. Here `j l x` is built from closed forms for the two lowest orders and a recurrence that divides by $x$, so regularity at the origin has to be proved. Lean's division by zero gives `j 0 0` the value 0 instead of 1. For nonzero wave numbers this matters only at $r=0$, where the factor $r^2$ makes the integrand vanish anyway. At zero wave number it would spoil the integrand at every $r$, so that case, the plane wave of zero wave vector, is excluded.

The order $l$ is a natural number; the wave numbers $k,p$ and the radius $R$ are real, and positive in the overlap formulas, which determine the integral only for $k\neq p$. The waves are unnormalised. The reduction of the well's plane-wave matrix element to this radial integral, by partial-wave expansion and angular integration, is assumed.

```lean
import Mathlib

open Real

namespace NonlocalWell

noncomputable section

/-- Spherical Bessel functions `j_l(x)` for `x ≠ 0`, built from the closed forms of `j_0` and
`j_1` by the three-term recurrence. -/
def j : ℕ → ℝ → ℝ
  | 0, x => sin x / x
  | 1, x => sin x / x ^ 2 - cos x / x
  | (l + 2), x => (2 * (l : ℝ) + 3) / x * j (l + 1) x - j l x
```

### (a) Order zero

Read off from the definition
$$j_0(x)=\frac{\sin x}{x}.$$
This is its first clause.

```lean
lemma j_zero (x : ℝ) : j 0 x = sin x / x := by rw [j]
```

### (b) Order one

Read off
$$j_1(x)=\frac{\sin x}{x^2}-\frac{\cos x}{x}.$$
This is the second clause.

```lean
lemma j_one (x : ℝ) : j 1 x = sin x / x ^ 2 - cos x / x := by rw [j]
```

### (c) Higher orders

Read off
$$j_{l+2}(x)=\frac{2l+3}{x}\,j_{l+1}(x)-j_l(x).$$
This is the third clause.

```lean
lemma j_rec (l : ℕ) (x : ℝ) :
    j (l + 2) x = (2 * (l : ℝ) + 3) / x * j (l + 1) x - j l x := by rw [j]
```

### (d) Ladder relations

Show that for $x\neq0$
$$j_l'=\frac lx j_l-j_{l+1},\qquad j_{l+1}'=j_l-\frac{l+2}{x}j_{l+1}.$$

Use induction on $l$. For $l=0$,
$$j_0'=\frac{\cos x}{x}-\frac{\sin x}{x^2}=-j_1,$$
$$j_1'=\frac{2\cos x}{x^2}-\frac{2\sin x}{x^3}+\frac{\sin x}{x}=j_0-\frac2x j_1.$$

Assume both relations at $l$. By (c), $\frac{l+1}{x}j_{l+1}-j_{l+2}=j_l-\frac{l+2}{x}j_{l+1}=j_{l+1}'$, the first relation at $l+1$. Differentiating (c) gives the second:
$$\begin{aligned}j_{l+2}'&=-\frac{2l+3}{x^2}j_{l+1}+\frac{2l+3}{x}\Big(j_l-\frac{l+2}{x}j_{l+1}\Big)-\frac lx j_l+j_{l+1}\\&=j_{l+1}-\frac{l+3}{x}\Big(\frac{2l+3}{x}j_{l+1}-j_l\Big)=j_{l+1}-\frac{l+3}{x}j_{l+2}.\end{aligned}$$

`HasDerivAt` asserts that the derivative exists and has the given value. In the proof, `C` is the differentiated recurrence.

```lean
/-- Ladder relations: away from the origin, `j_l' = (l/x) j_l - j_(l+1)` and
`j_(l+1)' = j_l - ((l+2)/x) j_(l+1)`. -/
theorem hasDerivAt_j (l : ℕ) {x : ℝ} (hx : x ≠ 0) :
    HasDerivAt (j l) (l / x * j l x - j (l + 1) x) x ∧
    HasDerivAt (j (l + 1)) (j l x - (l + 2) / x * j (l + 1) x) x := by
  induction l with
  | zero =>
    have hid := hasDerivAt_id' x
    have h0 : HasDerivAt (j 0) (-j 1 x) x :=
      (((hasDerivAt_sin x).fun_div hid hx).congr_of_eventuallyEq
        (Filter.Eventually.of_forall j_zero)).congr_deriv (by
          rw [j_one]
          field_simp
          ring)
    have h1 : HasDerivAt (j 1) (j 0 x - 2 / x * j 1 x) x :=
      ((((hasDerivAt_sin x).fun_div (hasDerivAt_pow 2 x) (pow_ne_zero 2 hx)).fun_sub
        ((hasDerivAt_cos x).fun_div hid hx)).congr_of_eventuallyEq
        (Filter.Eventually.of_forall j_one)).congr_deriv (by
          rw [j_one, j_zero]
          norm_num
          field_simp
          ring)
    exact ⟨h0.congr_deriv (by simp), h1.congr_deriv (by simp)⟩
  | succ l ih =>
    obtain ⟨A, B⟩ := ih
    have r : j (l + 1 + 1) x = (2 * (l : ℝ) + 3) / x * j (l + 1) x - j l x := j_rec l x
    refine ⟨B.congr_deriv (by rw [r]; push_cast; ring), ?_⟩
    -- differentiate the three-term recurrence itself
    have C := ((((hasDerivAt_const x (2 * (l : ℝ) + 3)).fun_div
      (hasDerivAt_id' x) hx).fun_mul B).fun_sub A)
    exact (C.congr_of_eventuallyEq (Filter.Eventually.of_forall (j_rec l))).congr_deriv (by
      rw [r]
      push_cast
      field_simp
      ring)
```

### (e) Carrying regularity up one order

Let $G$ and $h$ be continuous on the real line, with $h(0)=0$ and, for $x\ne0$, $G=j_l$ and $h=x^{l+2}j_{l+1}$. Find a continuous $H$ with
$$j_{l+1}(x)=H(x)\qquad(x\neq0).$$

By (d), $(y^{l+2}j_{l+1}(y))'=y^{l+2}j_l(y)$. Put $y=xt$, so that $\frac{d}{dt}h(xt)=x^{l+3}t^{l+2}G(xt)$, and integrate over $0<t<1$:
$$x^{l+2}j_{l+1}(x)=x^{l+3}\int_0^1t^{l+2}G(xt)\,dt.$$
Dividing by $x^{l+2}$ gives $H(x)=x\int_0^1t^{l+2}G(xt)\,dt$, which is continuous in $x$. In the code, `hd` is the derivative and `key` the integrated equation.

```lean
/-- If `j_l` extends continuously to the origin, and `x^(l+2) j_(l+1)` does so with value zero
there, then `j_(l+1)` extends continuously to the origin. -/
lemma extend_step (l : ℕ) {G h : ℝ → ℝ} (hG : Continuous G) (hGj : ∀ x ≠ 0, j l x = G x)
    (hh : Continuous h) (h0 : h 0 = 0) (hhj : ∀ x ≠ 0, h x = x ^ (l + 2) * j (l + 1) x) :
    ∃ H : ℝ → ℝ, Continuous H ∧ ∀ x ≠ 0, j (l + 1) x = H x := by
  -- integrating `(x^(l+2) j_(l+1))' = x^(l+2) j_l` from the origin gives the extension
  refine ⟨fun x => x * ∫ t in (0 : ℝ)..1, t ^ (l + 2) * G (x * t), continuous_id.mul
    (intervalIntegral.continuous_parametric_intervalIntegral_of_continuous'
      (f := fun x t : ℝ => t ^ (l + 2) * G (x * t)) (by
        show Continuous fun q : ℝ × ℝ => q.2 ^ (l + 2) * G (q.1 * q.2)
        fun_prop) 0 1), fun x hx => ?_⟩
  have hd : ∀ t ∈ Set.Ioo (0 : ℝ) 1, HasDerivAt (fun t => h (x * t))
      (x ^ (l + 3) * (t ^ (l + 2) * G (x * t))) t := by
    intro t ht
    have ht0 : t ≠ 0 := ht.1.ne'
    have hy := mul_ne_zero hx ht0
    have he : h =ᶠ[nhds (x * t)] fun y => y ^ (l + 2) * j (l + 1) y :=
      (eventually_ne_nhds hy).mono hhj
    refine ((((hasDerivAt_pow (l + 2) (x * t)).fun_mul
      (hasDerivAt_j l hy).2).congr_of_eventuallyEq he).comp t
        ((hasDerivAt_id' t).const_mul x)).congr_deriv ?_
    rw [← hGj _ hy]
    simp only [show l + 2 - 1 = l + 1 from rfl]
    push_cast
    field_simp
    ring
  have key := intervalIntegral.integral_eq_sub_of_hasDerivAt_of_le zero_le_one
    (by fun_prop) hd (Continuous.intervalIntegrable (by fun_prop) _ _)
  simp only [intervalIntegral.integral_const_mul, mul_one, mul_zero, h0, sub_zero] at key
  rw [hhj x hx] at key
  refine mul_left_cancel₀ (pow_ne_zero (l + 2) hx) (key.symm.trans ?_)
  beta_reduce
  ring
```

### (f) Regularity at every order

Show that for each $l$ there is a continuous $G$ with
$$j_l(x)=G(x)\qquad(x\ne0).$$

For $l=0$ take $\sin x/x$ with value 1 at the origin (`sinc`). For $l=1$ apply (e) with $h=\sin x-x\cos x=x^2j_1$. If $G,H$ extend $j_l,j_{l+1}$, then
$$h=(2l+3)x^{l+2}H-x^{l+3}G$$
vanishes at 0 and equals $x^{l+3}j_{l+2}$ elsewhere, so (e) extends $j_{l+2}$.

```lean
/-- Every `j_l` extends continuously to the origin. -/
theorem exists_extension (l : ℕ) :
    ∃ G : ℝ → ℝ, Continuous G ∧ ∀ x ≠ 0, j l x = G x := by
  have hz : ∀ x ≠ 0, j 0 x = sinc x := fun x hx => by rw [j_zero, sinc_of_ne_zero hx]
  induction l using Nat.twoStepInduction with
  | zero => exact ⟨sinc, continuous_sinc, hz⟩
  | one =>
    exact extend_step 0 continuous_sinc hz (h := fun x => sin x - x * cos x)
      (by fun_prop) (by simp) (fun x hx => by
        simp only [zero_add, j_one]
        field_simp)
  | more l ih0 ih1 =>
    obtain ⟨G, cG, eG⟩ := ih0
    obtain ⟨H, cH, eH⟩ := ih1
    exact extend_step (l + 1) cH eH
      (h := fun x => (2 * (l : ℝ) + 3) * x ^ (l + 2) * H x - x ^ (l + 3) * G x)
      (by fun_prop) (by simp) (fun x hx => by
        show _ = x ^ (l + 3) * j (l + 2) x
        rw [j_rec, eG x hx, eH x hx]
        field_simp
        ring)
```

### (g) A continuous overlap density

For $k,p\ne0$ and any orders $a,b$, show that
$$r\mapsto r^2j_a(kr)j_b(pr)$$
is continuous on the whole line.

With $G,H$ extending $j_a,j_b$, it equals $r^2G(kr)H(pr)$: by (f) for $r\neq0$, and at $r=0$ because both vanish.

```lean
/-- For nonzero wave numbers the radial overlap density `r² j_a(kr) j_b(pr)` is continuous on the
whole line, the origin included. -/
theorem continuous_overlap (a b : ℕ) {k p : ℝ} (hk : k ≠ 0) (hp : p ≠ 0) :
    Continuous fun r : ℝ => r ^ 2 * (j a (k * r) * j b (p * r)) := by
  obtain ⟨G, cG, eG⟩ := exists_extension a
  obtain ⟨H, cH, eH⟩ := exists_extension b
  have hc : Continuous fun r : ℝ => r ^ 2 * (G (k * r) * H (p * r)) := by fun_prop
  refine hc.congr fun r => ?_
  rcases eq_or_ne r 0 with rfl | hr
  · simp
  · simp only [eG _ (mul_ne_zero hk hr), eH _ (mul_ne_zero hp hr)]
```

### (h) The overlap through neighbouring orders

For $k,p,R>0$ show that
$$(k^2-p^2)\int_0^Rr^2j_l(kr)j_l(pr)\,dr=R^2\big[k\,j_{l+1}(kR)j_l(pR)-p\,j_l(kR)j_{l+1}(pR)\big].$$

Write $u=j_l(kr)$, $U=j_{l+1}(kr)$, $v=j_l(pr)$, $V=j_{l+1}(pr)$. By (d) and the chain rule,
$$(r^2Uv)'=r^2(k\,uv-p\,UV),\qquad(r^2uV)'=r^2(p\,uv-k\,UV).$$
Hence $W=r^2(kUv-puV)$ has $W'=(k^2-p^2)r^2uv$. By (g), $W$ is continuous on $[0,R]$ with $W(0)=0$ and $W'$ is integrable, so the fundamental theorem of calculus gives the result. `A`, `A'`, `B`, `B'` are the derivatives of $u,U,v,V$.

```lean
/-- For positive `k`, `p`, `R`, the integral of `r² j_l(kr) j_l(pr)` from `0` to `R`, times
`k² - p²`, is `R²` times `k j_(l+1)(kR) j_l(pR) - p j_l(kR) j_(l+1)(pR)`. -/
theorem overlap_ladder (l : ℕ) {k p R : ℝ} (hk : 0 < k) (hp : 0 < p) (hR : 0 < R) :
    (k ^ 2 - p ^ 2) * ∫ r in (0 : ℝ)..R, r ^ 2 * (j l (k * r) * j l (p * r)) =
      R ^ 2 * (k * j (l + 1) (k * R) * j l (p * R) - p * j l (k * R) * j (l + 1) (p * R)) := by
  rw [← intervalIntegral.integral_const_mul]
  refine (intervalIntegral.integral_eq_sub_of_hasDerivAt_of_le hR.le
    (f := fun r => k * (r ^ 2 * (j (l + 1) (k * r) * j l (p * r)))
      - p * (r ^ 2 * (j l (k * r) * j (l + 1) (p * r))))
    (((continuous_overlap (l + 1) l hk.ne' hp.ne').const_mul k).sub
      ((continuous_overlap l (l + 1) hk.ne' hp.ne').const_mul p)).continuousOn
    (fun r hr => ?_)
    (((continuous_overlap l l hk.ne' hp.ne').const_mul _).intervalIntegrable _ _)).trans ?_
  · -- the ladder relations give the derivative of the Wronskian
    have hr0 : r ≠ 0 := hr.1.ne'
    have hm (c : ℝ) : HasDerivAt (fun s : ℝ => c * s) c r :=
      ((hasDerivAt_id' r).const_mul c).congr_deriv (by simp)
    have hk0 := hk.ne'
    have hp0 := hp.ne'
    have A := (hasDerivAt_j l (mul_ne_zero hk0 hr0)).1.comp r (hm k)
    have A' := (hasDerivAt_j l (mul_ne_zero hk0 hr0)).2.comp r (hm k)
    have B := (hasDerivAt_j l (mul_ne_zero hp0 hr0)).1.comp r (hm p)
    have B' := (hasDerivAt_j l (mul_ne_zero hp0 hr0)).2.comp r (hm p)
    refine ((((hasDerivAt_pow 2 r).fun_mul (A'.fun_mul B)).const_mul k).fun_sub
      (((hasDerivAt_pow 2 r).fun_mul (A.fun_mul B')).const_mul p)).congr_deriv ?_
    simp only [Function.comp_apply]
    norm_num
    field_simp
    ring
  · simp only [zero_pow two_ne_zero, zero_mul, mul_zero, sub_zero]
    ring
```

### (i) The overlap as a boundary Wronskian

For $k,p,R>0$ show that
$$(k^2-p^2)\int_0^Rr^2j_l(kr)j_l(pr)\,dr=R^2\big[p\,j_l(kR)j_l'(pR)-k\,j_l'(kR)j_l(pR)\big].$$

By (d), $k\,j_{l+1}(kR)=\frac lR j_l(kR)-k\,j_l'(kR)$, and likewise for $p$. Inserted in (h), the $l/R$ terms cancel.

The prime, `deriv (j l)`, is the derivative with respect to the argument, not $r$. At $k=p$ both sides vanish and the integral is left undetermined. For $k\ne p$, division by $k^2-p^2$ gives the radial integral in the plane-wave matrix element of a constant-depth, sharp-edged well acting on one $l$ in a nonlocal pseudopotential; the depth, the angular factors and the normalisation of the plane waves multiply it.

```lean
/-- For positive `k`, `p`, `R`, the integral of `r² j_l(kr) j_l(pr)` from `0` to `R`, times
`k² - p²`, is `R²` times `p j_l(kR) j_l'(pR) - k j_l'(kR) j_l(pR)`. -/
theorem overlap_wronskian (l : ℕ) {k p R : ℝ} (hk : 0 < k) (hp : 0 < p) (hR : 0 < R) :
    (k ^ 2 - p ^ 2) * ∫ r in (0 : ℝ)..R, r ^ 2 * (j l (k * r) * j l (p * r)) =
      R ^ 2 * (p * j l (k * R) * deriv (j l) (p * R)
        - k * deriv (j l) (k * R) * j l (p * R)) := by
  rw [overlap_ladder l hk hp hR, (hasDerivAt_j l (mul_pos hk hR).ne').1.deriv,
    (hasDerivAt_j l (mul_pos hp hR).ne').1.deriv]
  field_simp
  ring
```

### (j) Orthogonality inside the sphere

For $k,p,R>0$ with $k\neq p$, show that
$$\int_0^Rr^2j_l(kr)j_l(pr)\,dr=0\iff p\,j_l(kR)j_l'(pR)=k\,j_l'(kR)j_l(pR).$$

Since $k^2-p^2=(k+p)(k-p)\ne0$ and $R^2\neq0$, the integral in (i) vanishes exactly when the bracket does.

```lean
/-- For distinct positive `k`, `p` and for `R > 0`, the radial functions `j_l(kr)` and `j_l(pr)` of
the same order are orthogonal on `0 < r < R` with weight `r²` exactly when
`p j_l(kR) j_l'(pR) = k j_l'(kR) j_l(pR)`. -/
theorem orthogonal_iff (l : ℕ) {k p R : ℝ} (hk : 0 < k) (hp : 0 < p) (hR : 0 < R)
    (hkp : k ≠ p) :
    ∫ r in (0 : ℝ)..R, r ^ 2 * (j l (k * r) * j l (p * r)) = 0 ↔
      p * j l (k * R) * deriv (j l) (p * R) = k * deriv (j l) (k * R) * j l (p * R) := by
  have h : k ^ 2 - p ^ 2 ≠ 0 := by
    rw [sq_sub_sq]
    exact mul_ne_zero (add_pos hk hp).ne' (sub_ne_zero.mpr hkp)
  refine (mul_right_inj' h).symm.trans ?_
  rw [overlap_wronskian l hk hp hR, mul_zero, mul_eq_zero,
    or_iff_right (pow_ne_zero 2 hR.ne'), sub_eq_zero]

end

end NonlocalWell
```

```lean
#print axioms NonlocalWell.continuous_overlap
-- 'NonlocalWell.continuous_overlap' depends on axioms: [propext, Classical.choice, Quot.sound]
#print axioms NonlocalWell.orthogonal_iff
-- 'NonlocalWell.orthogonal_iff' depends on axioms: [propext, Classical.choice, Quot.sound]
```
